# Magnetic class 4/mm'm' allows a Hall term in the conductivity

Take a ferromagnet magnetised along its fourfold axis. If its vertical mirror is treated as an ordinary symmetry, the Hall conductivity is forced to zero, and a genuine transverse current looks like an error. In 4/mm'm' that mirror is a symmetry only when combined with time reversal, and the Hall term survives.

```lean
import Mathlib

open Matrix

namespace MagneticHallConductivity

noncomputable section
```

The conductivity $s$ is a real $3\times3$ matrix that gives the current density $J$ driven by an electric field $E$: $J_i=\sum_j s_{ij}E_j$. Indices 0, 1, 2 stand for $x,y,z$.

```lean
/-- Real second-rank tensors in three dimensions, written as matrices. -/
abbrev Tensor := Matrix (Fin 3) (Fin 3) ℝ
```

The spatial parts of the three generators are orthogonal matrices.

```lean
/-- The rotation by 90 degrees about the z axis. -/
def rotZ : Tensor := !![0, -1, 0; 1, 0, 0; 0, 0, 1]

/-- The horizontal mirror, which reverses z. -/
def mirrorZ : Tensor := !![1, 0, 0; 0, 1, 0; 0, 0, -1]

/-- The vertical mirror, which reverses x. -/
def mirrorX : Tensor := !![-1, 0, 0; 0, 1, 0; 0, 0, 1]
```

The candidate form has an in-plane part $a$, a Hall part $b$ and an axial part $c$.

```lean
/-- The conductivity with in-plane part `a`, Hall part `b` and axial part `c`. -/
def hallTensor (a b c : ℝ) : Tensor := !![a, b, 0; -b, a, 0; 0, 0, c]
```

A spatial operation $g$ turns $s$ into $gsg^T$. With time reversal (flag `true`), the result must equal $s^T$. This is Onsager reciprocity, which expresses microscopic reversibility: reversing the magnetisation transposes the conductivity. It is assumed here, for a static, spatially uniform linear response without applied magnetic field.

```lean
/-- The effect of time reversal on a conductivity by Onsager reciprocity:
the tensor is transposed if the flag is `true` and unchanged otherwise. -/
def onsager : Bool → Tensor → Tensor
  | false, s => s
  | true, s => sᵀ

/-- The conductivity `s` respects the spatial operation `g`, combined with time
reversal if `t` is `true`. -/
def Respects (g : Tensor) (t : Bool) (s : Tensor) : Prop :=
  g * s * gᵀ = onsager t s
```

`MagneticGroup g t` says that $g$ with flag $t$ is a product of generators. The group is finite, so such products already include the identity and inverses.

```lean
/-- The magnetic point group 4/mm'm': all products of the fourfold rotation, the
horizontal mirror, and the vertical mirror combined with time reversal. -/
inductive MagneticGroup : Tensor → Bool → Prop
  | fourfold : MagneticGroup rotZ false
  | horizontal : MagneticGroup mirrorZ false
  | vertical : MagneticGroup mirrorX true
  | mul {g h : Tensor} {t u : Bool} :
      MagneticGroup g t → MagneticGroup h u → MagneticGroup (g * h) (xor t u)
```

## (a) The fourfold axis fixes the form

**Task.** Show that $RsR^T=s$, with $R$ the 90° rotation, gives $s$ the Hall form.

**Solution.** Multiplying out,

$$RsR^T=\begin{pmatrix}s_{11}&-s_{10}&-s_{12}\\-s_{01}&s_{00}&s_{02}\\-s_{21}&s_{20}&s_{22}\end{pmatrix}.$$

Equality with $s$ gives $s_{11}=s_{00}$ and $s_{10}=-s_{01}$. Also $s_{02}=-s_{12}$ and $s_{12}=s_{02}$, so both vanish; likewise $s_{20}=-s_{21}$ and $s_{21}=s_{20}$. Set $a=s_{00}$, $b=s_{01}$, $c=s_{22}$.

In Lean, `congrFun` extracts six of these entry equations and `linarith` solves them.

```lean
/-- A conductivity invariant under the fourfold rotation about z has the Hall form. -/
theorem hall_form_of_fourfold {s : Tensor} (h : rotZ * s * rotZᵀ = s) :
    ∃ a b c : ℝ, s = hallTensor a b c := by
  -- compare the entries of the rotated and the original tensor
  have h00 := congrFun (congrFun h 0) 0
  have h01 := congrFun (congrFun h 0) 1
  have h02 := congrFun (congrFun h 0) 2
  have h12 := congrFun (congrFun h 1) 2
  have h20 := congrFun (congrFun h 2) 0
  have h21 := congrFun (congrFun h 2) 1
  simp [rotZ, Matrix.mul_apply, Matrix.vecMul, dotProduct, Fin.sum_univ_three]
    at h00 h01 h02 h12 h20 h21
  refine ⟨s 0 0, s 0 1, s 2 2, ?_⟩
  ext i j
  fin_cases i <;> fin_cases j <;> simp [hallTensor] <;> linarith
```

## (b) The three generators together

**Task.** Show that the three generator conditions hold if and only if $s$ has the Hall form.

**Solution.** The forward direction is (a). Conversely, the Hall form satisfies the fourfold equations above. The horizontal mirror changes the sign of entries with exactly one index $z$, which are all zero. The vertical mirror changes the sign of entries with exactly one index $x$, so it swaps $b$ and $-b$, which is transposition. The mirrors therefore add no restriction. Lean checks the converse entry by entry.

```lean
/-- A conductivity satisfies the conditions of the three generators of 4/mm'm'
if and only if it has the Hall form. -/
theorem generators_iff_hall_form (s : Tensor) :
    (rotZ * s * rotZᵀ = s ∧ mirrorZ * s * mirrorZᵀ = s ∧
      mirrorX * s * mirrorXᵀ = sᵀ) ↔
    ∃ a b c : ℝ, s = !![a, b, 0; -b, a, 0; 0, 0, c] := by
  constructor
  · rintro ⟨h, -, -⟩
    exact hall_form_of_fourfold h
  · rintro ⟨a, b, c, rfl⟩
    refine ⟨?_, ?_, ?_⟩ <;> ext i j <;> fin_cases i <;> fin_cases j <;>
      simp [rotZ, mirrorZ, mirrorX, Matrix.mul_apply, Fin.sum_univ_three]
```

## (c) Products of magnetic operations

**Task.** Let $s$ respect $g$ with flag $t$ and $h$ with flag $u$. Show that it respects $gh$ with flag $t\oplus u$ (exclusive or).

**Solution.** First, $(gh)s(gh)^T=g(hsh^T)g^T$. If $u$ is false, the bracket is $s$, and the condition on $g$ finishes the argument. If $u$ is true, the bracket is $s^T$, and $gs^Tg^T=(gsg^T)^T$. This is $s^T$ for $t$ false and $s^{TT}=s$ for $t$ true. The equations `key` and `tr` are these two rearrangements, and `cases` separates the flags.

Combining the flags with an ordinary "or" would be wrong: the vertical mirror applied twice would become the identity with time reversal, forcing $s=s^T$ and hence $b=0$.

```lean
/-- If a conductivity respects two magnetic operations, it respects their product;
two time reversals cancel. -/
theorem respects_mul {g h s : Tensor} {t u : Bool}
    (hg : Respects g t s) (hh : Respects h u s) :
    Respects (g * h) (xor t u) s := by
  unfold Respects at *
  have key : g * h * s * (g * h)ᵀ = g * (h * s * hᵀ) * gᵀ := by
    simp only [Matrix.transpose_mul, Matrix.mul_assoc]
  have tr : g * sᵀ * gᵀ = (g * s * gᵀ)ᵀ := by
    simp only [Matrix.transpose_mul, Matrix.transpose_transpose, Matrix.mul_assoc]
  rw [key, hh]
  cases u
  · cases t <;> exact hg
  · -- the inner operation transposes the tensor before the outer one acts
    change g * sᵀ * gᵀ = _
    rw [tr, hg]
    cases t
    · rfl
    · exact Matrix.transpose_transpose s
```

## (d) The whole group

**Task.** Extend (b) to every operation of 4/mm'm'.

**Solution.** If all operations are respected, so is the fourfold rotation, and (a) applies. Conversely, (b) covers the generators and (c) carries the property to products; Lean does this by induction on how an element is built.

For a computed static linear-response conductivity of a crystal in this class, with $z$ along the fourfold axis, the theorem tells which entries must vanish, which must be equal and which must be opposite. It does not fix the size of $b$, which may be zero.

```lean
/-- A conductivity respects every operation of the magnetic point group 4/mm'm'
if and only if it has the Hall form. -/
theorem magnetic_group_iff_hall_form (s : Tensor) :
    (∀ g t, MagneticGroup g t → Respects g t s) ↔
      ∃ a b c : ℝ, s = hallTensor a b c := by
  constructor
  · intro h
    exact hall_form_of_fourfold (h _ _ MagneticGroup.fourfold)
  · intro hs g t hgt
    obtain ⟨h4, hz, hx⟩ := (generators_iff_hall_form s).mpr hs
    -- pass from the generators to all their products
    induction hgt with
    | fourfold => exact h4
    | horizontal => exact hz
    | vertical => exact hx
    | mul _ _ ihg ihh => exact respects_mul ihg ihh
```

## (e) The same mirror without time reversal

**Task.** Show that a Hall-form tensor respects the unprimed vertical mirror exactly when $b=0$.

**Solution.** Entry 01 of the condition reads $-b=b$, so $b=0$. With $b=0$ the tensor is diagonal and the mirror leaves it unchanged.

```lean
/-- A tensor of Hall form is invariant under the vertical mirror without time
reversal if and only if its Hall part vanishes. -/
theorem unprimed_mirror_iff_no_hall (a b c : ℝ) :
    Respects mirrorX false (hallTensor a b c) ↔ b = 0 := by
  constructor
  · intro h
    have h' : mirrorX * hallTensor a b c * mirrorXᵀ = hallTensor a b c := h
    have h01 := congrFun (congrFun h' 0) 1
    simp [mirrorX, hallTensor, Matrix.mul_apply, Fin.sum_univ_three] at h01
    linarith
  · rintro rfl
    change mirrorX * hallTensor a 0 c * mirrorXᵀ = hallTensor a 0 c
    ext i j
    fin_cases i <;> fin_cases j <;>
      simp [mirrorX, hallTensor, Matrix.mul_apply, Fin.sum_univ_three]
```

## (f) The transverse current

**Task.** Find the current for a field $E$ along $x$.

**Solution.** The current is $E$ times the first column of the tensor: $(aE,-bE,0)$.

```lean
/-- An electric field `E` along x drives the current `a E` along x and the
transverse current `-b E` along y. -/
theorem hall_current (a b c E : ℝ) :
    hallTensor a b c *ᵥ ![E, 0, 0] = ![a * E, -b * E, 0] := by
  ext i
  fin_cases i <;> simp [hallTensor, Matrix.mulVec, dotProduct, Fin.sum_univ_three]
```

## (g) Multiplying Hall tensors

**Task.** Multiply two tensors of Hall form.

**Solution.** The first row of the product is $(aa'-bb',\;ab'+ba',\;0)$, the second is $(-(ab'+ba'),\;aa'-bb',\;0)$, and the axial entry is $cc'$. The in-plane blocks multiply like $a+ib$ and $a'+ib'$.

```lean
/-- The product of two tensors of Hall form has the Hall form, and the in-plane
and Hall parts combine like real and imaginary parts of complex numbers. -/
theorem hallTensor_mul (a b c a' b' c' : ℝ) :
    hallTensor a b c * hallTensor a' b' c' =
      hallTensor (a * a' - b * b') (a * b' + b * a') (c * c') := by
  ext i j
  fin_cases i <;> fin_cases j <;>
    simp [hallTensor, Matrix.mul_apply, Fin.sum_univ_three] <;> ring
```

## (h) The resistivity

**Task.** Invert the conductivity when $a^2+b^2\neq0$ and $c\neq0$, that is, when a nonzero field in the plane drives a current (possibly a purely transverse one) and so does a nonzero field along the axis.

**Solution.** By (g), use $1/(a+ib)=(a-ib)/(a^2+b^2)$. The new in-plane part is $a/(a^2+b^2)$, the Hall part $-b/(a^2+b^2)$ and the axial part $1/c$. In the product these give $(a^2+b^2)/(a^2+b^2)=1$, $(-ab+ba)/(a^2+b^2)=0$ and $c/c=1$, which are `h1`, `h2` and `h3`.

```lean
/-- The resistivity tensor of a conductor of Hall form: its product with the
conductivity is the identity. -/
theorem conductivity_mul_resistivity (a b c : ℝ) (h : a ^ 2 + b ^ 2 ≠ 0) (hc : c ≠ 0) :
    hallTensor a b c *
      hallTensor (a / (a ^ 2 + b ^ 2)) (-b / (a ^ 2 + b ^ 2)) (1 / c) = 1 := by
  have h1 : a * (a / (a ^ 2 + b ^ 2)) - b * (-b / (a ^ 2 + b ^ 2)) = 1 := by
    have hd := div_self h
    rw [add_div] at hd
    linear_combination hd
  have h2 : a * (-b / (a ^ 2 + b ^ 2)) + b * (a / (a ^ 2 + b ^ 2)) = 0 := by ring
  have h3 : c * (1 / c) = 1 := mul_one_div_cancel hc
  rw [hallTensor_mul, h1, h2, h3]
  ext i j
  fin_cases i <;> fin_cases j <;> simp [hallTensor]

end

end MagneticHallConductivity
```

```lean
#print axioms MagneticHallConductivity.magnetic_group_iff_hall_form
-- 'MagneticHallConductivity.magnetic_group_iff_hall_form' depends on axioms: [propext, Classical.choice, Quot.sound]
#print axioms MagneticHallConductivity.unprimed_mirror_iff_no_hall
-- 'MagneticHallConductivity.unprimed_mirror_iff_no_hall' depends on axioms: [propext, Classical.choice, Quot.sound]
#print axioms MagneticHallConductivity.hall_current
-- 'MagneticHallConductivity.hall_current' depends on axioms: [propext, Classical.choice, Quot.sound]
#print axioms MagneticHallConductivity.conductivity_mul_resistivity
-- 'MagneticHallConductivity.conductivity_mul_resistivity' depends on axioms: [propext, Classical.choice, Quot.sound]
```
